# The squared matrix elements of a local potential between real orthonormal orbitals on finitely many sites sum to at most the potential's squared length

The rows of a real matrix `u` are orthonormal orbitals on a finite set of sites, and `v` is a real local potential, one number per site. The theorem says that the squares of the matrix elements ∑ᵣ uₐᵣ vᵣ u_bᵣ, summed over all pairs of orbitals a and b, come to at most ∑ᵣ vᵣ². The proof first shows Bessel's inequality, that the overlaps of any vector with the orbitals have squares summing to at most its squared length. It uses this once for each orbital multiplied by the potential, and once for the unit vector at each site, which gives ∑ₐ uₐᵣ² ≤ 1.

As first written in Lean, the proof fails:

```lean
import Mathlib

open Matrix

namespace SumMatElemSqLe

noncomputable section

variable {m n : Type*} [Fintype m] [Fintype n] [DecidableEq m] [DecidableEq n]

/-- The matrix element of a local potential `v` between the orbitals `a` and `b`. -/
def matElem (u : Matrix m n ℝ) (v : n → ℝ) (a b : m) : ℝ := ∑ r, u a r * v r * u b r

/-- For orthonormal orbitals the squared matrix elements of a local potential sum to at most
its squared length. -/
theorem sum_matElem_sq_le {u : Matrix m n ℝ} (hu : u * uᵀ = 1) (v : n → ℝ) :
    ∑ a, ∑ b, matElem u v a b ^ 2 ≤ v ⬝ᵥ v := by
  -- Bessel's inequality, from the squared length of the part outside the orbital span
  have bessel : ∀ w : n → ℝ, (u *ᵥ w) ⬝ᵥ (u *ᵥ w) ≤ w ⬝ᵥ w := by
    intro w
    have adj : ∀ (x : m → ℝ) (y : n → ℝ), (uᵀ *ᵥ x) ⬝ᵥ y = x ⬝ᵥ (u *ᵥ y) := fun x y => by
      rw [Matrix.mulVec_transpose, ← Matrix.dotProduct_mulVec]
    have h1 := adj (u *ᵥ w) w
    have h2 : (uᵀ *ᵥ (u *ᵥ w)) ⬝ᵥ (uᵀ *ᵥ (u *ᵥ w)) = (u *ᵥ w) ⬝ᵥ (u *ᵥ w) := by
      rw [adj, Matrix.mulVec_mulVec (u *ᵥ w) u uᵀ, hu, Matrix.one_mulVec]
    have h0 : 0 ≤ (w - uᵀ *ᵥ (u *ᵥ w)) ⬝ᵥ (w - uᵀ *ᵥ (u *ᵥ w)) :=
      Finset.sum_nonneg fun i _ => mul_self_nonneg _
    rw [sub_dotProduct, dotProduct_sub, dotProduct_sub,
      dotProduct_comm w (uᵀ *ᵥ (u *ᵥ w)), h1, h2] at h0
    linarith
  have row : ∀ a, ∑ b, matElem u v a b ^ 2 ≤ ∑ r, (u a r * v r) ^ 2 := by
    intro a
    have e : ∀ b, matElem u v a b = (u *ᵥ fun r => u a r * v r) b :=
      fun b => Finset.sum_congr rfl fun r _ => mul_comm _ _
    simp only [e, sq]
    exact bessel _
  have site : ∀ r, ∑ a, u a r ^ 2 ≤ 1 := by
    intro r
    have h := bessel (Pi.single r 1)
    simpa [dotProduct, sq] using h
  calc ∑ a, ∑ b, matElem u v a b ^ 2 ≤ ∑ a, ∑ r, (u a r * v r) ^ 2 :=
        Finset.sum_le_sum fun a _ => row a
    _ = ∑ r, (∑ a, u a r ^ 2) * v r ^ 2 := by
        rw [Finset.sum_comm]
        simp only [mul_pow, Finset.sum_mul]
    _ ≤ ∑ r, v r * v r := Finset.sum_le_sum fun r _ => by
        nlinarith [mul_le_mul_of_nonneg_right (site r) (sq_nonneg (v r))]

end

end SumMatElemSqLe
```

Messages:

```
Main.lean:40:4: error: Type mismatch: After simplification, term
  h
 has type
  ∑ x, u x r * u x r ≤ ∑ i, Pi.single r 1 i * Pi.single r 1 i
but is expected to have type
  ∑ x, u x r * u x r ≤ 1
```

What went wrong. The error is in `site`, where Bessel's inequality is applied to the unit vector `Pi.single r 1`. The left side of `h` simplifies to the sum that the goal has, but the right side stops at `∑ i, Pi.single r 1 i * Pi.single r 1 i` and is never brought to `1`. The inequality is the right one, and only this sum is left unevaluated.

Unfolding `dotProduct` has turned the squared length of the unit vector into a sum over sites, in which `Pi.single r 1` is evaluated at a variable site `i`. Whether that value is 1 or 0 depends on whether `i` equals `r`, and the simplification, as called, does not write this out as a case distinction.

The repair adds `Pi.single_apply`, which rewrites `Pi.single r 1 i` as `if i = r then 1 else 0`. `simp` can then reduce the sum to its one nonzero term, which is `1`, and `h` matches the goal.

Fix (accepted with no message):

```diff
@@ -38,5 +38,5 @@
     intro r
     have h := bessel (Pi.single r 1)
-    simpa [dotProduct, sq] using h
+    simpa [dotProduct, sq, Pi.single_apply] using h
   calc ∑ a, ∑ b, matElem u v a b ^ 2 ≤ ∑ a, ∑ r, (u a r * v r) ^ 2 :=
         Finset.sum_le_sum fun a _ => row a
```
